# For S-orthonormal orbitals with occupations in [0,1], the atomic occupation matrix lies between 0 and \(P^\dagger S^{-1}P\)

The projectors enter here as an arbitrary complex matrix \(P\), independent of the overlap matrix \(S\). In the PAW and ultrasoft methods \(S\) is itself built from the projectors, but the bounds need only its positive definiteness.

The finite index types `n`, `k` and `p` label basis functions \(\chi_\mu\), orbitals \(\psi_i\) and projectors \(p_a\). Column \(i\) of \(X\) holds the coefficients of \(\psi_i\), and \(P_{\mu a}=\langle\chi_\mu|p_a\rangle\), so \((P^\dagger X)_{ai}=\langle p_a|\psi_i\rangle\). With real occupations \(f_i\), the occupation matrix \(D\) and the capacity \(C\) are

\[
D_{ab}=\sum_i f_i\langle p_a|\psi_i\rangle\langle\psi_i|p_b\rangle,\qquad C=P^\dagger S^{-1}P .
\]

The bounds \(0\le D\le C\) mean that \(D\) and \(C-D\) are positive semidefinite. Lean writes the adjoint \(\dagger\) as `ᴴ`.

```lean
import Mathlib

open Matrix
open scoped ComplexOrder

namespace PAWOccupation

noncomputable section

variable {n k p : Type*} [Fintype n] [DecidableEq n] [Fintype k] [DecidableEq k] [Fintype p]

/-- The one-particle density matrix `X f Xᴴ` of orbitals `X` (columns) with occupations `f`. -/
def densityMatrix (X : Matrix n k ℂ) (f : k → ℝ) : Matrix n n ℂ :=
  X * diagonal (fun i => (f i : ℂ)) * Xᴴ

/-- The atomic occupation matrix `Pᴴ X f Xᴴ P` seen by the projectors `P` (columns). -/
def occupationMatrix (X : Matrix n k ℂ) (f : k → ℝ) (P : Matrix n p ℂ) : Matrix p p ℂ :=
  Pᴴ * densityMatrix X f * P

/-- The capacity `Pᴴ S⁻¹ P` of the projectors `P` for the overlap matrix `S`. -/
def capacity (S : Matrix n n ℂ) (P : Matrix n p ℂ) : Matrix p p ℂ :=
  Pᴴ * S⁻¹ * P
```

The upper bound also needs the hole occupations \(1-f_i\), as a diagonal matrix.

```lean
omit [Fintype k] in
/-- The matrix of hole occupations `1 - f` is the identity minus the matrix of occupations. -/
lemma diagonal_holes (f : k → ℝ) :
    diagonal (fun i => ((1 - f i : ℝ) : ℂ)) = 1 - diagonal (fun i => (f i : ℂ)) := by
  ext i j
  by_cases hij : i = j
  · subst hij
    simp
  · simp [hij]
```

## Orthonormal orbitals: \(X^\dagger S X=1\)

The hypothesis `hX` says that the orbitals are orthonormal in the metric \(S\). There may be fewer orbitals than basis functions. Put \(G=XX^\dagger\) and \(M=S^{-1}-G\), the part of \(S^{-1}\) that the orbitals leave out. Orthonormality gives

\[
GSG=X(X^\dagger SX)X^\dagger=G,
\]

and, since \(M\) is Hermitian,

\[
M^\dagger SM=S^{-1}-G-G+GSG=M .
\]

In the proof, `hG` is the first equation and `aux` expands the second.

Without normalisation the upper bound can fail: for \(1\times1\) matrices with \(S=P=f=1\) and \(X=2\), \(D=4\) but \(C=1\).

```lean
/-- For `S`-orthonormal orbitals the completeness defect `M = S⁻¹ - X Xᴴ` satisfies
`M = Mᴴ S M`. -/
theorem completeness_defect {S : Matrix n n ℂ} {X : Matrix n k ℂ}
    (hS : S.PosDef) (hX : Xᴴ * S * X = 1) :
    S⁻¹ - X * Xᴴ = (S⁻¹ - X * Xᴴ)ᴴ * S * (S⁻¹ - X * Xᴴ) := by
  have hdet := (Matrix.isUnit_iff_isUnit_det S).mp hS.isUnit
  have hH : (S⁻¹ - X * Xᴴ)ᴴ = S⁻¹ - X * Xᴴ := by
    rw [conjTranspose_sub, conjTranspose_nonsing_inv, hS.isHermitian.eq, conjTranspose_mul,
      conjTranspose_conjTranspose]
  -- orthonormality makes `X Xᴴ` idempotent with respect to `S`
  have hG : X * Xᴴ * S * (X * Xᴴ) = X * Xᴴ := by
    calc X * Xᴴ * S * (X * Xᴴ) = X * (Xᴴ * S * X) * Xᴴ := by simp only [Matrix.mul_assoc]
      _ = X * Xᴴ := by rw [hX, Matrix.mul_one]
  have aux : ∀ G T : Matrix n n ℂ, S * T = 1 → T * S = 1 → G * S * G = G →
      T - G = (T - G) * S * (T - G) := by
    intro G T h1 h2 h3
    rw [Matrix.sub_mul, h2, Matrix.sub_mul, Matrix.one_mul, Matrix.mul_sub,
      Matrix.mul_assoc G S T, h1, Matrix.mul_one, h3, sub_self, sub_zero]
  rw [hH]
  exact aux _ _ (mul_nonsing_inv S hdet) (nonsing_inv_mul S hdet) hG
```

## Positive definite overlap

The hypothesis `hS` says that \(S\) is Hermitian and that every nonzero coefficient vector has positive norm, which excludes linearly dependent basis functions and ghost directions of negative norm. It supplies the inverse used above, and it gives the identity for \(M\) its sign:

\[
v^\dagger Mv=(Mv)^\dagger S(Mv)\ge0 .
\]

This is Bessel's inequality in a non-orthogonal basis. Lean rewrites \(M\) as \(M^\dagger SM\) and applies the corresponding lemma on positive semidefinite matrices.

For an indefinite overlap, take \(S=\mathrm{diag}(1,-1)\), \(X=(1,0)^T\) and \(P=(0,1)^T\). The orbital is normalised, yet \(D=0\) and \(C=-1\).

```lean
/-- Bessel's inequality in a non-orthogonal basis: for `S`-orthonormal orbitals, `S⁻¹ - X Xᴴ` is
positive semidefinite. -/
theorem completeness_defect_posSemidef {S : Matrix n n ℂ} {X : Matrix n k ℂ}
    (hS : S.PosDef) (hX : Xᴴ * S * X = 1) : (S⁻¹ - X * Xᴴ).PosSemidef := by
  rw [completeness_defect hS hX]
  exact hS.posSemidef.conjTranspose_mul_mul_same _
```

## Occupations between 0 and 1

The hypothesis `hf` is the Pauli bound for spin orbitals; occupations of doubly filled spatial orbitals must first be halved. Its lower half gives

\[
v^\dagger Dv=\sum_i f_i\,|(X^\dagger Pv)_i|^2\ge0 .
\]

Its upper half makes the last term positive semidefinite in

\[
S^{-1}-X f X^\dagger=M+X(1-f)X^\dagger ,
\]

where \(f\) stands for the diagonal matrix of occupations. Multiplying by \(P^\dagger\) and \(P\) gives \(C-D\ge0\). In Lean, `hocc` and `hhole` are the two halves and `hsplit` is the decomposition.

```lean
/-- For `S`-orthonormal orbitals with occupations in `[0,1]`, the atomic occupation matrix is
positive semidefinite and so is the capacity `Pᴴ S⁻¹ P` minus it. -/
theorem occupation_bounds {S : Matrix n n ℂ} {X : Matrix n k ℂ} {f : k → ℝ}
    (hS : S.PosDef) (hX : Xᴴ * S * X = 1) (hf : ∀ i, 0 ≤ f i ∧ f i ≤ 1) (P : Matrix n p ℂ) :
    (occupationMatrix X f P).PosSemidef ∧
      (capacity S P - occupationMatrix X f P).PosSemidef := by
  have hocc : (diagonal (fun i => (f i : ℂ))).PosSemidef :=
    posSemidef_diagonal_iff.mpr fun i => Complex.zero_le_real.mpr (hf i).1
  have hhole : (diagonal (fun i => ((1 - f i : ℝ) : ℂ))).PosSemidef :=
    posSemidef_diagonal_iff.mpr fun i => Complex.zero_le_real.mpr (sub_nonneg.mpr (hf i).2)
  refine ⟨(hocc.mul_mul_conjTranspose_same X).conjTranspose_mul_mul_same P, ?_⟩
  -- split into the completeness defect and the density matrix of the holes
  have hsplit : S⁻¹ - densityMatrix X f =
      (S⁻¹ - X * Xᴴ) + X * diagonal (fun i => ((1 - f i : ℝ) : ℂ)) * Xᴴ := by
    rw [diagonal_holes, Matrix.mul_sub, Matrix.sub_mul, Matrix.mul_one, densityMatrix]
    abel
  have hpsd : (S⁻¹ - densityMatrix X f).PosSemidef := by
    rw [hsplit]
    exact (completeness_defect_posSemidef hS hX).add (hhole.mul_mul_conjTranspose_same X)
  have h := hpsd.conjTranspose_mul_mul_same P
  rw [Matrix.mul_sub, Matrix.sub_mul] at h
  exact h
```

The diagonal entries then bound each projector channel, \(0\le D_{aa}\le C_{aa}\). Lean states this for real parts; the entries are real because both matrices are Hermitian.

```lean
/-- For `S`-orthonormal orbitals with occupations in `[0,1]`, the occupation of each single
projector channel lies between zero and the corresponding diagonal entry of `Pᴴ S⁻¹ P`. -/
theorem channel_occupation_bounds {S : Matrix n n ℂ} {X : Matrix n k ℂ} {f : k → ℝ}
    (hS : S.PosDef) (hX : Xᴴ * S * X = 1) (hf : ∀ i, 0 ≤ f i ∧ f i ≤ 1) (P : Matrix n p ℂ)
    (a : p) : 0 ≤ (occupationMatrix X f P a a).re ∧
      (occupationMatrix X f P a a).re ≤ (capacity S P a a).re := by
  obtain ⟨h1, h2⟩ := occupation_bounds hS hX hf P
  have h3 := (Complex.le_def.mp (h1.diag_nonneg (i := a))).1
  have h4 := (Complex.le_def.mp (h2.diag_nonneg (i := a))).1
  simp only [Matrix.sub_apply, Complex.sub_re, Complex.zero_re] at h3 h4
  exact ⟨h3, by linarith⟩
```

To see what happens without `hf`, choose \(P=SX\). Then \(P^\dagger X=1\), so \(D=\mathrm{diag}(f)\), while \(C=X^\dagger SS^{-1}SX=1\).

```lean
/-- For `S`-orthonormal orbitals and the projectors `P = S X`, the occupation matrix is the diagonal
matrix of the orbital occupations, and the capacity is the identity. -/
theorem occupation_dual_projectors {S : Matrix n n ℂ} {X : Matrix n k ℂ}
    (hS : S.PosDef) (hX : Xᴴ * S * X = 1) (f : k → ℝ) :
    occupationMatrix X f (S * X) = diagonal (fun i => (f i : ℂ)) ∧ capacity S (S * X) = 1 := by
  have hdet := (Matrix.isUnit_iff_isUnit_det S).mp hS.isUnit
  have hH : (S * X)ᴴ = Xᴴ * S := by rw [conjTranspose_mul, hS.isHermitian.eq]
  constructor
  · calc occupationMatrix X f (S * X)
        = (Xᴴ * S * X) * diagonal (fun i => (f i : ℂ)) * (Xᴴ * S * X) := by
          rw [occupationMatrix, densityMatrix, hH]
          simp only [Matrix.mul_assoc]
      _ = _ := by rw [hX, Matrix.one_mul, Matrix.mul_one]
  · calc capacity S (S * X) = Xᴴ * (S * S⁻¹) * S * X := by
          rw [capacity, hH]
          simp only [Matrix.mul_assoc]
      _ = 1 := by rw [mul_nonsing_inv S hdet, Matrix.mul_one, hX]
```

An occupation of 2 or \(-1\) therefore violates a bound for these projectors. For fixed \(S\) and \(X\), the bounds hold for all \(P\) with as many columns as \(X\) exactly when every \(f_i\) lies in \([0,1]\).

```lean
/-- For `S`-orthonormal orbitals, the two bounds hold for every choice of as many projectors as
orbitals exactly when all orbital occupations lie in `[0,1]`. -/
theorem occupation_bounds_iff {S : Matrix n n ℂ} {X : Matrix n k ℂ}
    (hS : S.PosDef) (hX : Xᴴ * S * X = 1) (f : k → ℝ) :
    (∀ P : Matrix n k ℂ, (occupationMatrix X f P).PosSemidef ∧
      (capacity S P - occupationMatrix X f P).PosSemidef) ↔ ∀ i, 0 ≤ f i ∧ f i ≤ 1 := by
  refine ⟨fun h i => ?_, fun hf P => occupation_bounds hS hX hf P⟩
  -- test the bounds on the projectors dual to the orbitals
  obtain ⟨h1, h2⟩ := h (S * X)
  obtain ⟨e1, e2⟩ := occupation_dual_projectors hS hX f
  rw [e1] at h1
  rw [e1, e2, ← diagonal_holes] at h2
  exact ⟨Complex.zero_le_real.mp (posSemidef_diagonal_iff.mp h1 i),
    sub_nonneg.mp (Complex.zero_le_real.mp (posSemidef_diagonal_iff.mp h2 i))⟩
```

## Full occupation and the attained upper bound

If every \(f_i=1\), the gap is

\[
C-D=P^\dagger MP=(MP)^\dagger S(MP).
\]

Positive definiteness is used here once more: if \(Z^\dagger SZ=0\), each column \(z\) of \(Z\) has \(z^\dagger Sz=0\) and must vanish.

```lean
omit [DecidableEq n] [Fintype p] in
/-- For positive definite `S`, vectors (columns of `Z`) whose overlap matrix `Zᴴ S Z` vanishes are
all zero. -/
lemma eq_zero_of_overlap_eq_zero {S : Matrix n n ℂ} (hS : S.PosDef) {Z : Matrix n p ℂ}
    (hZ : Zᴴ * S * Z = 0) : Z = 0 := by
  ext i j
  by_contra hij
  have hne : (fun a => Z a j) ≠ 0 := fun h0 => hij (congrFun h0 i)
  have hpos := hS.dotProduct_mulVec_pos hne
  have h0 : star (fun a => Z a j) ⬝ᵥ (S *ᵥ fun a => Z a j) = (Zᴴ * S * Z) j j := by
    rw [Matrix.mul_assoc]
    rfl
  rw [h0, hZ] at hpos
  simp at hpos
```

The gap is therefore zero exactly when \(MP=0\), that is \(S^{-1}P=XX^\dagger P\), or \(P=SXX^\dagger P\) after multiplication by \(S\). Every column of \(P\) is then a combination of the columns of \(SX\). The proof establishes the gap formula as `hgap` and this equivalence as `hres`.

```lean
omit [Fintype p] in
/-- For fully occupied `S`-orthonormal orbitals the occupation matrix equals the capacity exactly
when `P = S X Xᴴ P`. -/
theorem occupation_eq_capacity_iff {S : Matrix n n ℂ} {X : Matrix n k ℂ}
    (hS : S.PosDef) (hX : Xᴴ * S * X = 1) (P : Matrix n p ℂ) :
    occupationMatrix X (fun _ => 1) P = capacity S P ↔ P = S * X * (Xᴴ * P) := by
  have hdet := (Matrix.isUnit_iff_isUnit_det S).mp hS.isUnit
  have hden : densityMatrix X (fun _ => 1) = X * Xᴴ := by simp [densityMatrix]
  -- the gap is the overlap matrix of the residual `M P`
  have hgap : capacity S P - occupationMatrix X (fun _ => 1) P =
      ((S⁻¹ - X * Xᴴ) * P)ᴴ * S * ((S⁻¹ - X * Xᴴ) * P) := by
    calc capacity S P - occupationMatrix X (fun _ => 1) P = Pᴴ * (S⁻¹ - X * Xᴴ) * P := by
          rw [capacity, occupationMatrix, hden, Matrix.mul_sub, Matrix.sub_mul]
      _ = Pᴴ * ((S⁻¹ - X * Xᴴ)ᴴ * S * (S⁻¹ - X * Xᴴ)) * P := by
          rw [← completeness_defect hS hX]
      _ = _ := by
          rw [conjTranspose_mul]
          simp only [Matrix.mul_assoc]
  have hres : (S⁻¹ - X * Xᴴ) * P = 0 ↔ P = S * X * (Xᴴ * P) := by
    rw [Matrix.sub_mul, sub_eq_zero]
    constructor
    · intro e
      calc P = S * (S⁻¹ * P) := by
            rw [← Matrix.mul_assoc, mul_nonsing_inv S hdet, Matrix.one_mul]
        _ = S * X * (Xᴴ * P) := by
            rw [e]
            simp only [Matrix.mul_assoc]
    · intro e
      calc S⁻¹ * P = S⁻¹ * (S * X * (Xᴴ * P)) := by rw [← e]
        _ = (S⁻¹ * S) * (X * Xᴴ * P) := by simp only [Matrix.mul_assoc]
        _ = X * Xᴴ * P := by rw [nonsing_inv_mul S hdet, Matrix.one_mul]
  rw [← hres]
  constructor
  · intro e
    rw [e, sub_self] at hgap
    exact eq_zero_of_overlap_eq_zero hS hgap.symm
  · intro e
    rw [e, Matrix.mul_zero] at hgap
    exact (sub_eq_zero.mp hgap).symm
```

A concrete case with a non-diagonal overlap satisfies the conditions on \(S\) and \(X\): the orbital \((1/2,0)^T\) has norm \(4\cdot\tfrac14=1\). The overlap is positive definite because it is the identity plus a Gram matrix.

```lean
/-- A non-diagonal positive definite overlap matrix of two basis functions, with one orbital
normalised with respect to it. -/
theorem orthonormality_witness :
    (!![4, 3; 3, 4] : Matrix (Fin 2) (Fin 2) ℂ).PosDef ∧
      (!![1 / 2; 0] : Matrix (Fin 2) (Fin 1) ℂ)ᴴ * (!![4, 3; 3, 4] : Matrix (Fin 2) (Fin 2) ℂ) *
        (!![1 / 2; 0] : Matrix (Fin 2) (Fin 1) ℂ) = 1 := by
  constructor
  · -- the overlap is the identity plus a Gram matrix
    have e : (!![4, 3; 3, 4] : Matrix (Fin 2) (Fin 2) ℂ) =
        1 + (!![1, 1; 1, 1; 1, 1] : Matrix (Fin 3) (Fin 2) ℂ)ᴴ *
          (!![1, 1; 1, 1; 1, 1] : Matrix (Fin 3) (Fin 2) ℂ) := by
      ext i j
      fin_cases i <;> fin_cases j <;> norm_num [Matrix.mul_apply, Fin.sum_univ_succ]
    rw [e]
    exact PosDef.one.add_posSemidef (posSemidef_conjTranspose_mul_self _)
  · have h2 : (starRingEnd ℂ) 2 = 2 := Complex.ext (by simp) (by simp)
    ext i j
    fin_cases i
    fin_cases j
    norm_num [Matrix.mul_apply, Fin.sum_univ_succ]
    rw [h2]
    norm_num

end

end PAWOccupation
```

```lean
#print axioms PAWOccupation.channel_occupation_bounds
#print axioms PAWOccupation.occupation_bounds_iff
#print axioms PAWOccupation.occupation_eq_capacity_iff
```

```
'PAWOccupation.channel_occupation_bounds' depends on axioms: [propext, Classical.choice, Quot.sound]
'PAWOccupation.occupation_bounds_iff' depends on axioms: [propext, Classical.choice, Quot.sound]
'PAWOccupation.occupation_eq_capacity_iff' depends on axioms: [propext, Classical.choice, Quot.sound]
```

In a finite-basis PAW or ultrasoft calculation with collinear spins, each k-point and spin has its own \(D\) and \(C\). For each spin, the same-atom blocks of \(D\), summed over the full k-point grid with its weights, give the coefficients of the augmentation charges. By the two bounds, a negative eigenvalue of \(D\) or \(C-D\) at one k-point and spin, beyond rounding error, means that a hypothesis is violated or a matrix is wrong. Methfessel–Paxton smearing can violate `hf`, since it allows occupations below 0 and above 1.
